# For positive constant weights, |F(h)| never exceeds F(0)

For finitely many point atoms with constant weights $f_j>0$ at fractional positions $x_j$, the structure factor $F(h)=\sum_j f_j\,e^{2\pi i\,h\cdot x_j}$ satisfies $|F(h)|\le F(0)$ for every integer index vector $h$. Equality holds if and only if $h\cdot(x_j-x_k)$ is an integer for all pairs of atoms $j,k$.

```lean
import Mathlib

open scoped Real

namespace StructureFactorBound

noncomputable section

variable {ι d : Type*} [Fintype ι] [Fintype d]

/-- The product `h·x` of an integer reflection index `h` with fractional coordinates `x`. -/
def hdot (h : d → ℤ) (x : d → ℝ) : ℝ := ∑ i, (h i : ℝ) * x i

/-- The structure factor `F(h) = ∑ f_j exp(2πi h·x_j)` of point atoms with constant
real scattering weights `f_j` at fractional positions `x_j`. -/
def structureFactor (f : ι → ℝ) (x : ι → d → ℝ) (h : d → ℤ) : ℂ :=
  ∑ j, (f j : ℂ) * Complex.exp (((2 * π * hdot h (x j) : ℝ) : ℂ) * Complex.I)

lemma hdot_sub (h : d → ℤ) (x y : d → ℝ) : hdot h (x - y) = hdot h x - hdot h y := by
  simp only [hdot, Pi.sub_apply, mul_sub, Finset.sum_sub_distrib]

lemma hdot_add (h k : d → ℤ) (x : d → ℝ) : hdot (h + k) x = hdot h x + hdot k x := by
  simp only [hdot, Pi.add_apply, Int.cast_add, add_mul, Finset.sum_add_distrib]

lemma hdot_zero (x : d → ℝ) : hdot (0 : d → ℤ) x = 0 := by
  simp [hdot]

/-- An angle of `t` turns has cosine one exactly when `t` is an integer. -/
lemma cos_turn_eq_one_iff (t : ℝ) : Real.cos (2 * π * t) = 1 ↔ ∃ n : ℤ, t = n := by
  rw [Real.cos_eq_one_iff]
  constructor
  · rintro ⟨n, hn⟩
    have hpi : 2 * π ≠ 0 := by positivity
    exact ⟨n, mul_left_cancel₀ hpi (by linear_combination -hn)⟩
  · rintro ⟨n, rfl⟩
    exact ⟨n, by ring⟩

/-- The structure factor at `h = 0` is the sum of the scattering weights. -/
theorem structureFactor_zero (f : ι → ℝ) (x : ι → d → ℝ) :
    structureFactor f x 0 = ((∑ j, f j : ℝ) : ℂ) := by
  simp [structureFactor, hdot_zero]

/-- The intensity `|F(h)|²` is the sum over pairs of atoms of `f_j f_k cos 2πh·(x_j - x_k)`. -/
theorem intensity_eq_pair_sum (f : ι → ℝ) (x : ι → d → ℝ) (h : d → ℤ) :
    ‖structureFactor f x h‖ ^ 2 =
      ∑ j, ∑ k, f j * f k * Real.cos (2 * π * hdot h (x j - x k)) := by
  -- real and imaginary parts are the cosine and sine sums
  have hre : (structureFactor f x h).re = ∑ j, f j * Real.cos (2 * π * hdot h (x j)) := by
    simp only [structureFactor, Complex.re_sum, Complex.re_ofReal_mul,
      Complex.exp_ofReal_mul_I_re]
  have him : (structureFactor f x h).im = ∑ j, f j * Real.sin (2 * π * hdot h (x j)) := by
    simp only [structureFactor, Complex.im_sum, Complex.im_ofReal_mul,
      Complex.exp_ofReal_mul_I_im]
  rw [← Complex.normSq_eq_norm_sq, Complex.normSq_apply, hre, him,
    Finset.sum_mul_sum, Finset.sum_mul_sum, ← Finset.sum_add_distrib]
  refine Finset.sum_congr rfl fun j _ => ?_
  rw [← Finset.sum_add_distrib]
  refine Finset.sum_congr rfl fun k _ => ?_
  -- the addition theorem combines the two products
  rw [hdot_sub, mul_sub, Real.cos_sub]
  ring

/-- The intensity missing at `h`, compared with `h = 0`, is a sum over pairs of atoms of
`f_j f_k (1 - cos 2πh·(x_j - x_k))`. -/
theorem intensity_deficit (f : ι → ℝ) (x : ι → d → ℝ) (h : d → ℤ) :
    ‖structureFactor f x 0‖ ^ 2 - ‖structureFactor f x h‖ ^ 2 =
      ∑ j, ∑ k, f j * f k * (1 - Real.cos (2 * π * hdot h (x j - x k))) := by
  rw [intensity_eq_pair_sum, intensity_eq_pair_sum]
  simp only [hdot_zero, mul_zero, Real.cos_zero, mul_one, mul_sub, Finset.sum_sub_distrib]

/-- For positive scattering weights `|F(h)| ≤ |F(0)|`, with equality if and only if
`h·(x_j - x_k)` is an integer for every pair of atoms. -/
theorem norm_structureFactor_le_and_eq_iff (f : ι → ℝ) (x : ι → d → ℝ) (h : d → ℤ)
    (hf : ∀ j, 0 < f j) :
    ‖structureFactor f x h‖ ≤ ‖structureFactor f x 0‖ ∧
      (‖structureFactor f x h‖ = ‖structureFactor f x 0‖ ↔
        ∀ j k, ∃ n : ℤ, hdot h (x j - x k) = n) := by
  have hd := intensity_deficit f x h
  -- every pair contributes a nonnegative deficit
  have hpair : ∀ j k, 0 ≤ f j * f k * (1 - Real.cos (2 * π * hdot h (x j - x k))) :=
    fun j k => mul_nonneg (mul_pos (hf j) (hf k)).le (sub_nonneg.2 (Real.cos_le_one _))
  have hrow : ∀ j, 0 ≤ ∑ k, f j * f k * (1 - Real.cos (2 * π * hdot h (x j - x k))) :=
    fun j => Finset.sum_nonneg fun k _ => hpair j k
  refine ⟨?_, ?_, ?_⟩
  · have hall := Finset.sum_nonneg fun j (_ : j ∈ Finset.univ) => hrow j
    exact (sq_le_sq₀ (norm_nonneg _) (norm_nonneg _)).1 (by linarith)
  · intro he j k
    rw [he, sub_self] at hd
    -- a vanishing sum of nonnegative terms vanishes term by term
    have h1 := (Finset.sum_eq_zero_iff_of_nonneg (fun j _ => hrow j)).1 hd.symm j
      (Finset.mem_univ j)
    have h2 := (Finset.sum_eq_zero_iff_of_nonneg (fun k _ => hpair j k)).1 h1 k
      (Finset.mem_univ k)
    rcases mul_eq_zero.1 h2 with h3 | h3
    · exact absurd h3 (mul_pos (hf j) (hf k)).ne'
    · exact (cos_turn_eq_one_iff _).1 (by linarith)
  · intro hn
    have hz : ∑ j, ∑ k, f j * f k * (1 - Real.cos (2 * π * hdot h (x j - x k))) = 0 :=
      Finset.sum_eq_zero fun j _ => Finset.sum_eq_zero fun k _ => by
        rw [(cos_turn_eq_one_iff _).2 (hn j k)]
        ring
    rw [hz] at hd
    exact (sq_eq_sq₀ (norm_nonneg _) (norm_nonneg _)).1 (by linarith)

/-- For positive scattering weights, if a reflection `h` attains the bound `|F(h)| = |F(0)|`, then
shifting any reflection `k` by `h` leaves `|F(k)|` unchanged. -/
theorem norm_structureFactor_add_of_eq (f : ι → ℝ) (x : ι → d → ℝ) (h : d → ℤ)
    (hf : ∀ j, 0 < f j) (he : ‖structureFactor f x h‖ = ‖structureFactor f x 0‖)
    (k : d → ℤ) : ‖structureFactor f x (k + h)‖ = ‖structureFactor f x k‖ := by
  have hn := (norm_structureFactor_le_and_eq_iff f x h hf).2.1 he
  refine (sq_eq_sq₀ (norm_nonneg _) (norm_nonneg _)).1 ?_
  rw [intensity_eq_pair_sum, intensity_eq_pair_sum]
  refine Finset.sum_congr rfl fun i _ => Finset.sum_congr rfl fun j _ => ?_
  -- each pair phase changes by a whole number of turns
  obtain ⟨n, hij⟩ := hn i j
  have harg : 2 * π * hdot (k + h) (x i - x j) =
      2 * π * hdot k (x i - x j) + n * (2 * π) := by
    rw [hdot_add, hij]
    ring
  rw [harg, Real.cos_add_int_mul_two_pi]

/-- In one dimension, weights `1` and `-1` at positions `0` and `1/2` give `F(0) = 0` and `F(1) =
2`. -/
theorem bound_fails_for_mixed_signs :
    structureFactor ![1, -1] ![fun _ : Fin 1 => (0 : ℝ), fun _ => 1 / 2] 0 = 0 ∧
      structureFactor ![1, -1] ![fun _ : Fin 1 => (0 : ℝ), fun _ => 1 / 2]
        (fun _ => 1) = 2 := by
  constructor
  · rw [structureFactor_zero]
    simp [Fin.sum_univ_two]
  · have h0 : 2 * π * hdot (fun _ : Fin 1 => (1 : ℤ)) (fun _ => (0 : ℝ)) = 0 := by
      simp [hdot]
    have h1 : 2 * π * hdot (fun _ : Fin 1 => (1 : ℤ)) (fun _ => (1 / 2 : ℝ)) = π := by
      simp only [hdot, Finset.univ_unique, Finset.sum_singleton, Int.cast_one]
      ring
    unfold structureFactor
    rw [Fin.sum_univ_two]
    change ((1 : ℝ) : ℂ) * Complex.exp
        (((2 * π * hdot (fun _ : Fin 1 => (1 : ℤ)) (fun _ => (0 : ℝ)) : ℝ) : ℂ) * Complex.I) +
      ((-1 : ℝ) : ℂ) * Complex.exp
        (((2 * π * hdot (fun _ : Fin 1 => (1 : ℤ)) (fun _ => (1 / 2 : ℝ)) : ℝ) : ℂ) *
          Complex.I) = 2
    rw [h0, h1, Complex.exp_pi_mul_I]
    norm_num

end

end StructureFactorBound
```

```lean
#print axioms StructureFactorBound.norm_structureFactor_add_of_eq
#print axioms StructureFactorBound.bound_fails_for_mixed_signs
```

```
'StructureFactorBound.norm_structureFactor_add_of_eq' depends on axioms: [propext, Classical.choice, Quot.sound]
'StructureFactorBound.bound_fails_for_mixed_signs' depends on axioms: [propext, Classical.choice, Quot.sound]
```

## Atoms, reflections and weights in the Lean statement

The finite type `ι` labels the atoms in the unit cell, and the finite type `d` labels the coordinate axes, three of them for a crystal. A position `x j : d → ℝ` holds fractional coordinates, and a reflection `h : d → ℤ` holds Miller indices. In these coordinates $h\cdot x$ is the plain sum `hdot h x`, whatever the shape of the cell. The factor $2\pi$ and the plus sign in the exponent are written into `structureFactor`.

The main theorem, `norm_structureFactor_le_and_eq_iff`, compares the moduli $|F(h)|$ and $|F(0)|$. By `structureFactor_zero`, $F(0)=\sum_j f_j$. This is nonnegative here, so $|F(0)|$ is $F(0)$ itself.

The hypothesis `hf` makes every weight positive. Physically, all atoms scatter with the same sign, as in X-ray scattering far from absorption edges. Neutron scattering lengths can be negative, and resonant scattering makes the weights complex; neither case is covered. Constant weights describe point atoms, whose scattering does not fall off with angle.

Equality means that all atoms scatter in phase. In a CsCl-type cell, with atoms at $0$ and $(\tfrac12,\tfrac12,\tfrac12)$, the difference vector contributes half the sum of the three indices. The bound is therefore reached exactly when that sum is even, even if the two weights differ.

## The missing intensity as a sum over pairs

Write $\theta_j=2\pi\,h\cdot x_j$. The real and imaginary parts of $F(h)$ are $\sum_j f_j\cos\theta_j$ and $\sum_j f_j\sin\theta_j$. Squaring and adding them gives

$$|F(h)|^2=\sum_{j,k}f_jf_k(\cos\theta_j\cos\theta_k+\sin\theta_j\sin\theta_k)=\sum_{j,k}f_jf_k\cos\bigl(2\pi\,h\cdot(x_j-x_k)\bigr).$$

The last step uses the addition theorem and the linearity of $h\cdot x$ in $x$. At $h=0$ every cosine is 1, so subtraction gives

$$|F(0)|^2-|F(h)|^2=\sum_{j,k}f_jf_k\bigl[1-\cos\bigl(2\pi\,h\cdot(x_j-x_k)\bigr)\bigr].$$

In Lean, the first formula is `intensity_eq_pair_sum`. There `hre` and `him` are the cosine and sine sums, `Finset.sum_mul_sum` expands their squares into double sums, and `Real.cos_sub` is the addition theorem. The second formula is `intensity_deficit`. Neither needs positive weights.

## From nonnegative terms to the equality condition

For positive weights each term on the right is nonnegative, since $f_jf_k>0$ and a cosine is at most 1. Hence $|F(h)|^2\le|F(0)|^2$, and since moduli are nonnegative, $|F(h)|\le|F(0)|$. The proof records the sign of each term as `hpair` and of each inner sum as `hrow`; `sq_le_sq₀` passes from squares to moduli.

If the moduli are equal, the double sum vanishes. A vanishing sum of nonnegative terms has only zero terms, so for each pair

$$f_jf_k\bigl[1-\cos\bigl(2\pi\,h\cdot(x_j-x_k)\bigr)\bigr]=0.$$

Because $f_jf_k\neq0$, the cosine is 1. Its argument is then $2\pi n$ for some integer $n$, and division by $2\pi$ gives $h\cdot(x_j-x_k)=n$. Lean applies `Finset.sum_eq_zero_iff_of_nonneg` twice, once for each sum, and then `cos_turn_eq_one_iff`.

Conversely, if all these products are integers, every cosine is 1 and the double sum is zero. The squared moduli agree, and so do the moduli.

The condition is easily misread as requiring each $h\cdot x_j$ to be an integer. A single atom at $x=\tfrac14$ in one dimension shows the difference: for $h=1$ it gives $F(1)=i f$, where $f$ is its weight, so $|F(1)|=F(0)$ although $h\cdot x=\tfrac14$. The same example shows why the equality concerns moduli and not the complex numbers $F(h)$ and $F(0)$.

## Shifted reflections and mixed signs

Suppose that $h$ reaches the bound, and let $k$ now denote any reflection. For atoms $i,j$, put $n=h\cdot(x_i-x_j)$, which is an integer. Then

$$2\pi\,(k+h)\cdot(x_i-x_j)=2\pi\,k\cdot(x_i-x_j)+2\pi n,$$

so every cosine in the pair formula is unchanged and $|F(k+h)|=|F(k)|$. This is `norm_structureFactor_add_of_eq`: for these point atoms, the pattern of moduli repeats with period $h$.

The theorem `bound_fails_for_mixed_signs` shows what positivity contributes. Weights $1$ and $-1$ at $0$ and $\tfrac12$ give $F(0)=1-1=0$, but $F(1)=1-e^{i\pi}=2$. In the deficit formula, the two mixed pairs contribute $-2$ each, which accounts for $0-4$.

## The bound in structure-factor code

A program that evaluates $F(h)$ for positive weights can compare the modulus with the sum of the weights, allowing for rounding. If the form factors depend on $h$, the comparison is made one reflection at a time: with their values at that $h$ as the $f_j$, provided these are positive, the theorem gives the sum of those values as the bound. To test for equality it is enough to subtract one reference atom's $h\cdot x$ from all the others and check that the results are integers within a tolerance, because differences of integers are integers.

In a simulation of $N\ge1$ identical point particles in a periodic box, setting every $f_j=1$ turns $F(h)$ into a Fourier mode of the density, so the static structure factor $|F(h)|^2/N$ of any single configuration is at most $N$.
